# The molecular virial theorem from a stationary scale factor

Take one nucleus and a trial function whose kinetic energy is $1$ and whose potential energy is $-4$, in arbitrary units. Contract the function uniformly towards the nucleus by a factor $h$. The kinetic energy becomes $h^2$, the Coulomb energy becomes $-4h$, and the total $h^2-4h$ has its minimum where $2h-4=0$, at $h=2$. There the kinetic energy is $4$ and the potential energy $-8$. Since one term is quadratic in $h$ and the other linear, a condition on $h$ is also a condition on the two energies.

With more nuclei, scaling the electron cloud also changes its size relative to the molecular frame, so the slope of the energy in the nuclear positions enters. The problems below work this out for energies that obey the Coulomb scaling law.

## Scaled energies

Let $X$ collect the nuclear positions, and let $\psi(r;X)$ be a normalised trial function for $N$ electrons with kinetic energy $T(X)$ and potential energy $V(X)$, nuclear repulsion included. For a scale factor $h>0$ the scaled function is
$$\psi_h(r;X)=h^{3N/2}\,\psi(hr;hX).$$
Substitute $r'=hr$ in the energy integrals. Two derivatives give a factor $h^2$, and every inverse distance gives a factor $h$, for example $1/|r_i-R_A|=h/|r'_i-hR_A|$ for electron $i$ and nucleus $A$. Hence
$$T_h=h^2T(hX),\qquad V_h=hV(hX),\qquad E(h,X)=T_h+V_h.$$

In Lean, `X` lives in a real normed space `F`, which can be the space of all nuclear coordinates, or $\mathbb R$ for a bond length.

```lean
import Mathlib

open Set

namespace ScalingVirial

noncomputable section

variable {F : Type*} [NormedAddCommGroup F] [NormedSpace ℝ F]
```

The three energies are then definitions. `T` and `V` are arbitrary real functions, and no wavefunction appears: the scaling law just derived by hand is built into the formulas. Lean also accepts $h\le0$, where the energy formula no longer describes a scaled trial function.

```lean
/-- Kinetic energy of the trial function scaled by `h`, with the nuclei at `X`;
`T` is the kinetic energy of the unscaled function. -/
def scaledKinetic (T : F → ℝ) (h : ℝ) (X : F) : ℝ := h ^ 2 * T (h • X)

/-- For `h > 0`, Coulomb potential energy of the trial function scaled by `h`, nuclei at `X`; `V` is
the potential energy of the unscaled function. -/
def scaledPotential (V : F → ℝ) (h : ℝ) (X : F) : ℝ := h * V (h • X)

/-- Total energy `E(h, X) = h² T(hX) + h V(hX)` of the trial function scaled by `h > 0`. -/
def scaledEnergy (T V : F → ℝ) (h : ℝ) (X : F) : ℝ :=
  scaledKinetic T h X + scaledPotential V h X
```

## (a) Slope in the scale factor

**Task.** Suppose, here and in all later parts, that $T$ and $V$ are differentiable at $hX$, and write $T'$ and $V'$ for their derivatives there, as linear maps on displacements. Show that at fixed nuclei
$$\frac{\partial E}{\partial h}=2h\,T(hX)+h^2\,T'[X]+V(hX)+h\,V'[X].$$

**Solution.** As $h$ varies, the point $hX$ moves along a line with velocity $X$. By the chain rule $T(hX)$ has derivative $T'[X]$, and $V(hX)$ has derivative $V'[X]$. The product rule applied to $h^2T(hX)$ and $hV(hX)$ gives the four terms.

In the proof, `line` is the velocity, `a` and `b` are the chain rules, and `e` is the product rule.

```lean
/-- The derivative of the energy with respect to the scale factor, at fixed nuclei. -/
theorem hasDerivAt_scale {T V : F → ℝ} {T' V' : F →L[ℝ] ℝ} {h : ℝ} {X : F}
    (hT : HasFDerivAt T T' (h • X)) (hV : HasFDerivAt V V' (h • X)) :
    HasDerivAt (fun k : ℝ => scaledEnergy T V k X)
      (2 * h * T (h • X) + h ^ 2 * T' X + V (h • X) + h * V' X) h := by
  have line : HasDerivAt (fun k : ℝ => k • X) X h := by
    simpa using (hasDerivAt_id' h).smul_const X
  have a : HasDerivAt (fun k : ℝ => T (k • X)) (T' X) h := hT.comp_hasDerivAt h line
  have b : HasDerivAt (fun k : ℝ => V (k • X)) (V' X) h := hV.comp_hasDerivAt h line
  have sq : HasDerivAt (fun k : ℝ => k ^ 2) (2 * h) h := by
    simpa using hasDerivAt_pow 2 h
  have e := (sq.fun_mul a).fun_add ((hasDerivAt_id' h).fun_mul b)
  exact e.congr_deriv (by ring)
```

## (b) Slope in the nuclear positions

**Task.** Show that at fixed $h$ the derivative of $E$ in the nuclear configuration is
$$D_XE=h^3\,T'+h^2\,V'.$$

**Solution.** Displace the nuclei by $Y$. The argument $hX$ then moves by $hY$, so the first-order change of $E$ is
$$h^2\,T'[hY]+h\,V'[hY]=h^3\,T'[Y]+h^2\,V'[Y].$$

Lean states this as an equality of linear maps. The step `ext Y` tests it on an arbitrary displacement, as above.

```lean
/-- The derivative of the energy with respect to the nuclear configuration, at fixed scale
factor. -/
theorem hasFDerivAt_nuclei {T V : F → ℝ} {T' V' : F →L[ℝ] ℝ} {h : ℝ} {X : F}
    (hT : HasFDerivAt T T' (h • X)) (hV : HasFDerivAt V V' (h • X)) :
    HasFDerivAt (fun Y : F => scaledEnergy T V h Y) (h ^ 3 • T' + h ^ 2 • V') X := by
  have line : HasFDerivAt (fun Y : F => h • Y) (h • ContinuousLinearMap.id ℝ F) X :=
    (h • ContinuousLinearMap.id ℝ F).hasFDerivAt
  have a : HasFDerivAt (fun Y : F => T (h • Y))
      (T'.comp (h • ContinuousLinearMap.id ℝ F)) X := hT.comp X line
  have b : HasFDerivAt (fun Y : F => V (h • Y))
      (V'.comp (h • ContinuousLinearMap.id ℝ F)) X := hV.comp X line
  have e := (a.const_mul (h ^ 2)).add (b.const_mul h)
  refine e.congr_fderiv ?_
  ext Y
  simp only [add_apply, smul_apply,
    ContinuousLinearMap.comp_apply, ContinuousLinearMap.id_apply, map_smul, smul_eq_mul]
  ring
```

## (c) An identity at every scale

**Task.** Without assuming that $h$ is optimal, show that
$$h\,\frac{\partial E}{\partial h}=2T_h+V_h+D_XE[X].$$

**Solution.** Multiply (a) by $h$:
$$h\,\frac{\partial E}{\partial h}=2h^2T(hX)+hV(hX)+h^3\,T'[X]+h^2\,V'[X].$$
The first two terms are $2T_h+V_h$. The last two are (b) applied to the displacement $X$.

In Cartesian coordinates $D_XE[X]=\sum_A R_A\cdot\nabla_AE$, the slope of the energy when the whole frame is dilated. The proof inserts (a) and (b), and `ring` compares the terms. For a trial wavefunction with bare Coulomb interactions, the virial defect $2T_h+V_h+D_XE[X]$ is thus $h$ times the slope of the energy in this one scale parameter, and it does not test other variations. With a pseudopotential or an approximate density functional, the potential part need not scale linearly in $h$, and the defect then need not vanish even where the energy is stationary.

```lean
/-- For any scale factor, optimal or not, `h ∂E/∂h` equals twice the kinetic energy plus the
potential energy plus the derivative of the energy along the dilation of the nuclei. -/
theorem scaling_identity {T V : F → ℝ} {h : ℝ} {X : F}
    (hT : DifferentiableAt ℝ T (h • X)) (hV : DifferentiableAt ℝ V (h • X)) :
    h * deriv (fun k : ℝ => scaledEnergy T V k X) h =
      2 * scaledKinetic T h X + scaledPotential V h X
        + fderiv ℝ (fun Y : F => scaledEnergy T V h Y) X X := by
  rw [(hasDerivAt_scale hT.hasFDerivAt hV.hasFDerivAt).deriv,
    (hasFDerivAt_nuclei hT.hasFDerivAt hV.hasFDerivAt).fderiv]
  simp only [scaledKinetic, scaledPotential, add_apply,
    smul_apply, smul_eq_mul]
  ring
```

## (d) Stationarity and the virial relation

**Task.** For $h\neq0$, show that
$$\frac{\partial E}{\partial h}=0\quad\Longleftrightarrow\quad 2T_h+V_h=-D_XE[X].$$

**Solution.** If the slope in $h$ vanishes, the left side of (c) is zero, and the relation follows. Conversely, the relation makes the right side of (c) zero, so $h\,\partial E/\partial h=0$, and dividing by $h$ gives stationarity.

The converse needs $h\neq0$. At $h=0$ the energy is zero for all nuclear positions and the relation reads $0=0$, yet $\partial E/\partial h=V(0)$ may be nonzero.

The condition is stationarity, not minimality. The energy of an exact eigenstate is stationary under every norm-preserving variation, scaling included; the theorem here starts from the energy formula and uses no Schrödinger equation. The two branches after `constructor` are the two directions of the argument.

```lean
/-- Polyatomic virial theorem: at a nonzero scale factor, the energy is stationary in the scale
factor if and only if `2T + V` equals minus the derivative of the energy along the dilation of the
nuclei. -/
theorem stationary_iff_virial {T V : F → ℝ} {h : ℝ} {X : F} (hh : h ≠ 0)
    (hT : DifferentiableAt ℝ T (h • X)) (hV : DifferentiableAt ℝ V (h • X)) :
    deriv (fun k : ℝ => scaledEnergy T V k X) h = 0 ↔
      2 * scaledKinetic T h X + scaledPotential V h X =
        -fderiv ℝ (fun Y : F => scaledEnergy T V h Y) X X := by
  have key := scaling_identity hT hV
  constructor
  · intro hs
    rw [hs, mul_zero] at key
    linarith
  · intro hv
    have h0 : h * deriv (fun k : ℝ => scaledEnergy T V k X) h = 0 := by
      rw [key, hv]
      ring
    exact (mul_eq_zero.mp h0).resolve_left hh
```

## (e) The diatomic molecule

**Task.** Let $T$ and $V$ be differentiable on the positive reals, with $h,R>0$ and $\partial E/\partial h=0$ at $(h,R)$. Show that
$$2h^2T(hR)+hV(hR)=-R\,\frac{\partial E}{\partial R}.$$

**Solution.** Since $hR>0$, both functions are differentiable at $hR$, and (d) applies with $X=R$. In one dimension the derivative along the displacement $R$ is $R\,\partial E/\partial R$.

**A numerical instance.** Take $T(x)=1$ and $V(x)=x-4$, chosen for easy arithmetic and not to model a real bond. Then $E(h,R)=h^2(1+R)-4h$. At $R=1$ the slope $4h-4$ vanishes at $h=1$. The left side is $2-3=-1$. Since $\partial E/\partial R=h^2=1$, the right side is $-1$ as well.

**Without stationarity.** Keep $R=1$ but take $h=2$. The left side is $8-4=4$, while the right side is $-4$. The gap of $8$ is $h\,\partial E/\partial h=2\cdot4$, as (c) requires.

In Lean, `Ioi 0` is the set of positive reals, and `fderiv_eq_smul_deriv` turns the dilation derivative into $R$ times the ordinary one.

```lean
/-- Molecular virial theorem for a diatomic molecule: if the energy at bond length `R` is
stationary in the scale factor `h`, then `2h²T(hR) + hV(hR) = -R ∂E/∂R`. -/
theorem diatomic_virial {T V : ℝ → ℝ} (hT : DifferentiableOn ℝ T (Ioi 0))
    (hV : DifferentiableOn ℝ V (Ioi 0)) {h R : ℝ} (hh : 0 < h) (hR : 0 < R)
    (hs : deriv (fun k : ℝ => scaledEnergy T V k R) h = 0) :
    2 * h ^ 2 * T (h * R) + h * V (h * R) =
      -R * deriv (fun r : ℝ => scaledEnergy T V h r) R := by
  have hp : 0 < h * R := mul_pos hh hR
  have dT : DifferentiableAt ℝ T (h • R) := (hT _ hp).differentiableAt (Ioi_mem_nhds hp)
  have dV : DifferentiableAt ℝ V (h • R) := (hV _ hp).differentiableAt (Ioi_mem_nhds hp)
  have key := (stationary_iff_virial hh.ne' dT dV).1 hs
  -- in one dimension the dilation derivative is `R` times the ordinary derivative
  rw [fderiv_eq_smul_deriv] at key
  simp only [scaledKinetic, scaledPotential, smul_eq_mul] at key
  linarith
```

## (f) The relaxed energy curve

**Task.** Let the scale factor $\eta(r)$ depend on the bond length $r$. Suppose that $\eta$ is differentiable at $R>0$, that $\eta(R)>0$, and that $E$ is stationary in $h$ at $(\eta(R),R)$. With $T_h$ and $V_h$ taken at $h=\eta(R)$ and $X=R$, show that
$$2T_h+V_h=-R\,\left.\frac{d}{dr}E(\eta(r),r)\right|_{r=R}.$$

**Solution.** Write $S$ for $\partial E/\partial h$ at $(\eta(R),R)$. The total derivative is $\eta'(R)\,S+\partial E/\partial R$. By (c), $2T_h+V_h+R\,\partial E/\partial R=\eta(R)\,S$. Therefore
$$2T_h+V_h+R\,\frac{dE}{dr}=\bigl(\eta(R)+R\,\eta'(R)\bigr)S=0.$$
The response of the scale factor multiplies a vanishing slope, so it does not contribute.

In the example of (e), $\eta(r)=2/(1+r)$ and the relaxed curve is $-4/(1+r)$. Its slope at $r=1$ is $1$, equal to the slope at fixed $h$.

The proof computes the total derivative `w` directly, and `s` is the stationarity condition written out. The coefficient in `linear_combination` is the bracket above, with a minus sign because `s` has zero on its left side. The theorem takes $\eta$ as given, so the existence and smoothness of an optimal scale are assumed.

```lean
/-- Virial theorem for the relaxed energy curve: if the scale factor `η(r)` varies differentiably
with bond length and the energy is stationary in the scale factor at `(η(R), R)`, then `2T + V`
equals `-R` times the total derivative of `E(η(r), r)` at `R`. -/
theorem relaxed_curve_virial {T V η : ℝ → ℝ} (hT : DifferentiableOn ℝ T (Ioi 0))
    (hV : DifferentiableOn ℝ V (Ioi 0)) {R : ℝ} (hη : DifferentiableAt ℝ η R)
    (hpos : 0 < η R) (hR : 0 < R)
    (hs : deriv (fun k : ℝ => scaledEnergy T V k R) (η R) = 0) :
    2 * scaledKinetic T (η R) R + scaledPotential V (η R) R =
      -R * deriv (fun r : ℝ => scaledEnergy T V (η r) r) R := by
  have hp : 0 < η R * R := mul_pos hpos hR
  have dT : DifferentiableAt ℝ T (η R * R) := (hT _ hp).differentiableAt (Ioi_mem_nhds hp)
  have dV : DifferentiableAt ℝ V (η R * R) := (hV _ hp).differentiableAt (Ioi_mem_nhds hp)
  have d := hη.hasDerivAt
  -- total derivative along the curve, including the response of the scale factor
  have p : HasDerivAt (fun r : ℝ => η r * r) (deriv η R * R + η R * 1) R :=
    d.fun_mul (hasDerivAt_id' R)
  have a : HasDerivAt (fun r : ℝ => T (η r * r))
      (deriv T (η R * R) * (deriv η R * R + η R * 1)) R :=
    HasDerivAt.comp (h₂ := T) (h := fun r : ℝ => η r * r) R dT.hasDerivAt p
  have b : HasDerivAt (fun r : ℝ => V (η r * r))
      (deriv V (η R * R) * (deriv η R * R + η R * 1)) R :=
    HasDerivAt.comp (h₂ := V) (h := fun r : ℝ => η r * r) R dV.hasDerivAt p
  have sq : HasDerivAt (fun r : ℝ => η r ^ 2) (2 * η R * deriv η R) R := by
    simpa using d.fun_pow 2
  have w : HasDerivAt (fun r : ℝ => scaledEnergy T V (η r) r) _ R :=
    (sq.fun_mul a).fun_add (d.fun_mul b)
  -- stationarity in the scale factor, written out
  have s := (hasDerivAt_scale (T := T) (V := V) (h := η R) (X := R)
    dT.hasFDerivAt dV.hasFDerivAt).deriv
  rw [hs] at s
  simp only [fderiv_eq_smul_deriv, smul_eq_mul] at s
  rw [w.deriv]
  simp only [scaledKinetic, scaledPotential, smul_eq_mul]
  linear_combination (-(η R + R * deriv η R)) * s
```

## (g) Equilibrium geometry

**Task.** Return to a general configuration $X$ with $h\neq0$. Suppose that $\partial E/\partial h=0$ and $D_XE=0$. Show that
$$V_h=-2T_h,\qquad E=-T_h.$$

**Solution.** With $D_XE=0$ the relation in (d) becomes $2T_h+V_h=0$, which is the first equation. Then $E=T_h+V_h=T_h-2T_h=-T_h$.

The single nucleus at the start has the same ratio, $-8$ to $4$: placed at the origin, it has $X=0$, so the dilation term vanishes. In Lean, `hX` sets the whole nuclear derivative to zero, although the proof uses only its value on the displacement `X`.

```lean
/-- Where the energy is stationary both in the scale factor and in the nuclear configuration,
the potential energy is `-2` times the kinetic energy and the total energy is minus the
kinetic energy. -/
theorem equilibrium_virial {T V : F → ℝ} {h : ℝ} {X : F} (hh : h ≠ 0)
    (hT : DifferentiableAt ℝ T (h • X)) (hV : DifferentiableAt ℝ V (h • X))
    (hs : deriv (fun k : ℝ => scaledEnergy T V k X) h = 0)
    (hX : fderiv ℝ (fun Y : F => scaledEnergy T V h Y) X = 0) :
    scaledPotential V h X = -2 * scaledKinetic T h X ∧
      scaledEnergy T V h X = -scaledKinetic T h X := by
  have key := (stationary_iff_virial hh hT hV).1 hs
  rw [hX, zero_apply] at key
  constructor
  · linarith
  · unfold scaledEnergy
    linarith

end

end ScalingVirial
```

```lean
#print axioms ScalingVirial.stationary_iff_virial
#print axioms ScalingVirial.diatomic_virial
#print axioms ScalingVirial.relaxed_curve_virial
#print axioms ScalingVirial.equilibrium_virial
```

```
'ScalingVirial.stationary_iff_virial' depends on axioms: [propext, Classical.choice, Quot.sound]
'ScalingVirial.diatomic_virial' depends on axioms: [propext, Classical.choice, Quot.sound]
'ScalingVirial.relaxed_curve_virial' depends on axioms: [propext, Classical.choice, Quot.sound]
'ScalingVirial.equilibrium_virial' depends on axioms: [propext, Classical.choice, Quot.sound]
```
